# The positive part of a Hermitian matrix is its unique nearest positive semidefinite matrix in Frobenius norm

## Matrices, norm and complementary pairs

All matrices here are square and complex, with rows and columns labelled by the same finite set. The adjoint of $A$ is $A^\dagger$, written `Aᴴ` in Lean. A matrix $A$ is positive semidefinite if it is Hermitian and $v^\dagger A v\ge 0$ for every vector $v$.

```lean
import Mathlib

open Matrix
open scoped ComplexOrder

namespace BoundaryPointProjection

noncomputable section

variable {n : Type*} [Fintype n]
```

The type `n` is the set of labels, for instance orbital pairs, and `[Fintype n]` says that it is finite. Opening `ComplexOrder` gives a meaning to $0\le z$ for complex $z$: the number is real and nonnegative. Positivity of a complex matrix is stated with this order.

```lean
/-- The Frobenius norm: the square root of the sum of the squared moduli of all entries. -/
def frobNorm (A : Matrix n n ℂ) : ℝ := Real.sqrt (∑ i, ∑ j, ‖A i j‖ ^ 2)
```

This is the Frobenius norm,
$$\|A\|=\Big(\sum_{i,j}|A_{ij}|^2\Big)^{1/2}.$$
`Matrix n n ℂ` is the type of the matrices just described, and `A i j` is the entry $A_{ij}$.

```lean
/-- `W = X - Z` with `X` and `Z` positive semidefinite and complementary, `X Z = 0`. -/
structure IsComplementarySplit (W X Z : Matrix n n ℂ) : Prop where
  posX : X.PosSemidef
  posZ : Z.PosSemidef
  compl : X * Z = 0
  split : W = X - Z
```

`IsComplementarySplit W X Z` is a proposition about three matrices with four parts: $X$ is positive semidefinite, $Z$ is positive semidefinite, $XZ=0$, and $W=X-Z$. The third part is the complementarity condition of semidefinite programming: the range of $Z$ lies in the null space of $X$.

In a boundary-point solver for the variational two-electron reduced density matrix (2-RDM) problem, with the density matrices as primal variables, such a split of one Hermitian $W$ gives the updated primal and dual matrices up to a scaling by the penalty parameter; the theorems below concern this single projection of a finite matrix, not the linear constraints or the convergence of the iteration.

## The norm as a trace

```lean
/-- The squared Frobenius norm of `A` is the trace of `A† A`. -/
theorem frobNorm_sq (A : Matrix n n ℂ) :
    frobNorm A ^ 2 = (Matrix.trace (Aᴴ * A)).re := by
  rw [frobNorm, Real.sq_sqrt (by positivity), Finset.sum_comm]
  simp only [Matrix.trace, Matrix.diag_apply, Matrix.mul_apply,
    Matrix.conjTranspose_apply, Complex.re_sum]
  refine Finset.sum_congr rfl fun j _ => Finset.sum_congr rfl fun i _ => ?_
  rw [Complex.sq_norm, Complex.normSq_apply]
  simp [Complex.mul_re]
```

The statement is $\|A\|^2=\operatorname{Re}\operatorname{Tr}(A^\dagger A)$. By hand,
$$\operatorname{Tr}(A^\dagger A)=\sum_j\sum_i \overline{A_{ij}}\,A_{ij}=\sum_{i,j}|A_{ij}|^2 .$$
The trace is already real, but Lean regards it as a complex number, so `.re` extracts the real part. In the proof, `Finset.sum_comm` exchanges the two sums, and the remaining lines compare them term by term.

```lean
/-- Only the zero matrix has Frobenius norm zero. -/
theorem eq_zero_of_frobNorm {A : Matrix n n ℂ} (h : frobNorm A = 0) : A = 0 := by
  rw [frobNorm, Real.sqrt_eq_zero (by positivity)] at h
  rw [Finset.sum_eq_zero_iff_of_nonneg (fun i _ => by positivity)] at h
  ext i j
  have h1 := h i (Finset.mem_univ i)
  rw [Finset.sum_eq_zero_iff_of_nonneg (fun j _ => by positivity)] at h1
  simpa using h1 j (Finset.mem_univ j)
```

If $\|A\|=0$, then $A=0$. A sum of nonnegative terms vanishes only if each term does. The proof uses this once for the sum over $i$ and once for the sum over $j$, which leaves $|A_{ij}|^2=0$ for every entry.

## Sorting eigenvalues by sign

```lean
variable [DecidableEq n]

/-- The matrix `U diag(d) U†` built from a matrix `U` and real numbers `d`. -/
def fromLevels (U : Matrix n n ℂ) (d : n → ℝ) : Matrix n n ℂ :=
  U * Matrix.diagonal (fun i => (d i : ℂ)) * Uᴴ
```

For a matrix $U$ and real numbers $d_i$, `fromLevels U d` is $U\,\mathrm{diag}(d)\,U^\dagger$. The definition does not require $U$ to be unitary; the theorems add that where they need it.

```lean
/-- Every Hermitian matrix is `U diag(d) U†` with `U` unitary and `d` real. -/
theorem exists_diagonalisation {W : Matrix n n ℂ} (hW : W.IsHermitian) :
    ∃ (U : Matrix n n ℂ) (d : n → ℝ), Uᴴ * U = 1 ∧ W = fromLevels U d := by
  refine ⟨(hW.eigenvectorUnitary : Matrix n n ℂ), hW.eigenvalues, ?_, ?_⟩
  · exact Matrix.mem_unitaryGroup_iff'.mp hW.eigenvectorUnitary.2
  · have h := hW.spectral_theorem
    rw [Unitary.conjStarAlgAut_apply] at h
    exact h
```

This is the spectral theorem, taken from Mathlib and put into the present notation. The columns of $U$ are orthonormal eigenvectors of $W$, and the $d_i$ are its eigenvalues. Unitarity is recorded as $U^\dagger U=1$, which suffices for a finite square matrix.

```lean
/-- The working recipe: for unitary `U`, the matrix `U diag(d) U†` is split by keeping the
positive eigenvalues in `X` and the sign-reversed negative ones in `Z`. -/
theorem split_fromLevels {U : Matrix n n ℂ} (hU : Uᴴ * U = 1) (d : n → ℝ) :
    IsComplementarySplit (fromLevels U d)
      (fromLevels U fun i => max (d i) 0) (fromLevels U fun i => max (-d i) 0) := by
  have hpos : ∀ e : n → ℝ, (∀ i, 0 ≤ e i) → (fromLevels U e).PosSemidef := fun e he =>
    (Matrix.posSemidef_diagonal_iff.mpr fun i =>
      Complex.zero_le_real.mpr (he i)).mul_mul_conjTranspose_same U
  refine ⟨hpos _ fun i => le_max_right _ _, hpos _ fun i => le_max_right _ _, ?_, ?_⟩
  · -- for each eigenvalue, the positive part or the negative part is zero
    have hprod : ∀ i, ((max (d i) 0 : ℝ) : ℂ) * ((max (-d i) 0 : ℝ) : ℂ) = 0 := by
      intro i
      rcases le_total (d i) 0 with h | h
      · rw [max_eq_right h]; simp
      · rw [max_eq_right (neg_nonpos.mpr h)]; simp
    have h0 : Matrix.diagonal (fun i => ((max (d i) 0 : ℝ) : ℂ)) *
        Matrix.diagonal (fun i => ((max (-d i) 0 : ℝ) : ℂ)) = 0 := by
      rw [Matrix.diagonal_mul_diagonal]
      simp only [hprod, Matrix.diagonal_zero]
    unfold fromLevels
    calc _ = U * (Matrix.diagonal (fun i => ((max (d i) 0 : ℝ) : ℂ)) * (Uᴴ * U) *
          Matrix.diagonal (fun i => ((max (-d i) 0 : ℝ) : ℂ))) * Uᴴ := by
            simp only [Matrix.mul_assoc]
      _ = 0 := by rw [hU, mul_one, h0, mul_zero, zero_mul]
  · have hD : Matrix.diagonal (fun i => (d i : ℂ)) =
        Matrix.diagonal (fun i => ((max (d i) 0 : ℝ) : ℂ)) -
        Matrix.diagonal (fun i => ((max (-d i) 0 : ℝ) : ℂ)) := by
      rw [Matrix.diagonal_sub]
      congr 1
      funext i
      rw [← Complex.ofReal_sub]
      congr 1
      rcases le_total (d i) 0 with h | h
      · rw [max_eq_right h, max_eq_left (neg_nonneg.mpr h)]; ring
      · rw [max_eq_left h, max_eq_right (neg_nonpos.mpr h)]; ring
    unfold fromLevels
    rw [hD, mul_sub, sub_mul]
```

Write $d_i^+=\max(d_i,0)$ and $d_i^-=\max(-d_i,0)$. The theorem says that
$$X=U\,\mathrm{diag}(d^+)\,U^\dagger,\qquad Z=U\,\mathrm{diag}(d^-)\,U^\dagger$$
form a complementary split of $U\,\mathrm{diag}(d)\,U^\dagger$. There are three things to check.

- **Positivity.** If all $e_i\ge0$, then $v^\dagger U\,\mathrm{diag}(e)\,U^\dagger v=\sum_i e_i|(U^\dagger v)_i|^2\ge0$. This is `hpos`, used for both $X$ and $Z$.
- **Complementarity.** Since $U^\dagger U=1$, we have $XZ=U\,\mathrm{diag}(d_i^+d_i^-)\,U^\dagger$. For each $i$ at least one of $d_i^+$ and $d_i^-$ is zero, so $d_i^+d_i^-=0$ and $XZ=0$. These are `hprod` and the `calc` block.
- **Difference.** For each $i$, $d_i=d_i^+-d_i^-$, hence $X-Z=U\,\mathrm{diag}(d)\,U^\dagger$. This is `hD`.

The two scalar facts are proved by distinguishing $d_i\le0$ from $d_i\ge0$, which is what `rcases le_total (d i) 0` does.

## The distance from $W$ to any other matrix

```lean
/-- The trace of a product of two positive semidefinite matrices has nonnegative real part. -/
theorem trace_mul_nonneg {X Y : Matrix n n ℂ} (hX : X.PosSemidef) (hY : Y.PosSemidef) :
    0 ≤ (Matrix.trace (X * Y)).re := by
  obtain ⟨U, d, hU, hXd⟩ := exists_diagonalisation hX.isHermitian
  have hD : Uᴴ * X * U = Matrix.diagonal (fun i => (d i : ℂ)) := by
    rw [hXd, fromLevels]
    calc _ = (Uᴴ * U) * Matrix.diagonal (fun i => (d i : ℂ)) * (Uᴴ * U) := by
            simp only [Matrix.mul_assoc]
      _ = _ := by rw [hU, one_mul, mul_one]
  have hd : ∀ i, 0 ≤ d i := by
    have h := hX.conjTranspose_mul_mul_same U
    rw [hD, Matrix.posSemidef_diagonal_iff] at h
    exact fun i => Complex.zero_le_real.mp (h i)
  have hM := hY.conjTranspose_mul_mul_same U
  -- in the eigenbasis of X the trace is a sum of products of nonnegative numbers
  have ht : Matrix.trace (X * Y) = ∑ i, (d i : ℂ) * (Uᴴ * Y * U) i i := by
    calc _ = Matrix.trace (U * (Matrix.diagonal (fun i => (d i : ℂ)) * Uᴴ * Y)) := by
            rw [hXd, fromLevels]; simp only [Matrix.mul_assoc]
      _ = Matrix.trace (Matrix.diagonal (fun i => (d i : ℂ)) * (Uᴴ * Y * U)) := by
            rw [Matrix.trace_mul_comm]; simp only [Matrix.mul_assoc]
      _ = _ := by simp only [Matrix.trace, Matrix.diag_apply, Matrix.diagonal_mul]
  rw [ht, Complex.re_sum]
  refine Finset.sum_nonneg fun i _ => ?_
  rw [Complex.re_ofReal_mul]
  exact mul_nonneg (hd i) (Complex.le_def.mp hM.diag_nonneg).1
```

For positive semidefinite $X$ and $Y$, $\operatorname{Re}\operatorname{Tr}(XY)\ge0$. Diagonalise $X=U\,\mathrm{diag}(d)\,U^\dagger$ and move $U$ around the trace:
$$\operatorname{Tr}(XY)=\sum_i d_i\,(U^\dagger YU)_{ii}.$$
The matrix $U^\dagger XU=\mathrm{diag}(d)$ is positive semidefinite, so every $d_i\ge0$. The matrix $U^\dagger YU$ is positive semidefinite too, so its diagonal entries are nonnegative. Every term of the sum is therefore nonnegative. In the code, `hd` gives the first sign, `hM` the second, and `ht` is the displayed formula.

```lean
/-- For a complementary split `W = X - Z` and any Hermitian `Y`, the squared distance from `W`
to `Y` is `‖Z‖² + ‖Y - X‖² + 2 Re Tr(Y Z)`. -/
theorem distance_identity {W X Z Y : Matrix n n ℂ} (h : IsComplementarySplit W X Z)
    (hY : Y.IsHermitian) :
    frobNorm (W - Y) ^ 2 =
      frobNorm Z ^ 2 + frobNorm (Y - X) ^ 2 + 2 * (Matrix.trace (Y * Z)).re := by
  obtain ⟨hX, hZ, hXZ, rfl⟩ := h
  have eX := hX.isHermitian.eq
  have eZ := hZ.isHermitian.eq
  have hZX : Z * X = 0 := by
    have h := congrArg Matrix.conjTranspose hXZ
    rwa [Matrix.conjTranspose_mul, eX, eZ, Matrix.conjTranspose_zero] at h
  have hsq : (X - Z - Y) * (X - Z - Y) =
      Z * Z + (Y - X) * (Y - X) + Y * Z + Z * Y - X * Z - Z * X := by noncomm_ring
  simp only [frobNorm_sq, Matrix.conjTranspose_sub, eX, eZ, hY.eq]
  rw [hsq, hXZ, hZX, sub_zero, sub_zero, Matrix.trace_add, Matrix.trace_add,
    Matrix.trace_add, Matrix.trace_mul_comm Z Y]
  simp only [Complex.add_re]
  ring
```

Let $W=X-Z$ be a complementary split and $Y$ any Hermitian matrix. Then
$$\|W-Y\|^2=\|Z\|^2+\|Y-X\|^2+2\operatorname{Re}\operatorname{Tr}(YZ).$$
Taking the adjoint of $XZ=0$ gives $ZX=0$, because both matrices are Hermitian. Next, $W-Y=-\big(Z+(Y-X)\big)$, so
$$(W-Y)^2=Z^2+(Y-X)^2+YZ+ZY-XZ-ZX .$$
The last two terms vanish. For a Hermitian matrix $A$ the squared norm is $\operatorname{Re}\operatorname{Tr}(A^2)$, and $\operatorname{Tr}(ZY)=\operatorname{Tr}(YZ)$. Taking the real part of the trace gives the identity.

The Lean proof has the same order: `hZX` is the adjoint step, and `hsq` is the expansion, carried out by `noncomm_ring`, which does algebra without letting factors commute. `frobNorm_sq` then turns the norms into traces.

```lean
omit [DecidableEq n] in
/-- In a complementary split `W = X - Z`, the distance from `W` to `X` is the norm of `Z`. -/
theorem distance_eq {W X Z : Matrix n n ℂ} (h : IsComplementarySplit W X Z) :
    frobNorm (W - X) = frobNorm Z := by
  have e : W - X = -Z := by rw [h.split]; abel
  rw [e]
  simp [frobNorm]
```

Since $W-X=-Z$, and a sign does not change the modulus of an entry, $\|W-X\|=\|Z\|$.

```lean
/-- In a complementary split `W = X - Z`, every positive semidefinite `Y` other than `X` is
farther from `W` than the norm of `Z`. -/
theorem distance_lt {W X Z Y : Matrix n n ℂ} (h : IsComplementarySplit W X Z)
    (hY : Y.PosSemidef) (hne : Y ≠ X) : frobNorm Z < frobNorm (W - Y) := by
  have h1 := distance_identity h hY.isHermitian
  have h2 := trace_mul_nonneg hY h.posZ
  have h3 : frobNorm (Y - X) ≠ 0 := fun h0 => hne (sub_eq_zero.mp (eq_zero_of_frobNorm h0))
  have h4 : 0 < frobNorm (Y - X) ^ 2 := by positivity
  exact lt_of_pow_lt_pow_left₀ 2 (Real.sqrt_nonneg _) (by linarith)
```

Now let $Y$ be positive semidefinite and different from $X$. In the distance identity the trace term is nonnegative, and $\|Y-X\|^2>0$ because only the zero matrix has norm zero. Hence
$$\|W-Y\|^2\ge\|Z\|^2+\|Y-X\|^2>\|Z\|^2,$$
and $\|W-Y\|>\|Z\|$ because norms are nonnegative. The facts `h1`, `h2` and `h4` are the identity and the two signs; `linarith` combines them, and the lemma in the last line removes the squares.

## One split and one nearest matrix

```lean
/-- Boundary-point projection step: a Hermitian `W` has exactly one complementary split
`W = X - Z`, and `X` is the unique positive semidefinite matrix nearest to `W` in Frobenius
norm, at distance `‖Z‖`. -/
theorem boundary_point_projection {W : Matrix n n ℂ} (hW : W.IsHermitian) :
    ∃ X Z : Matrix n n ℂ, IsComplementarySplit W X Z ∧
      (∀ X' Z', IsComplementarySplit W X' Z' → X' = X ∧ Z' = Z) ∧
      frobNorm (W - X) = frobNorm Z ∧
      ∀ Y : Matrix n n ℂ, Y.PosSemidef → Y ≠ X → frobNorm (W - X) < frobNorm (W - Y) := by
  obtain ⟨U, d, hU, hWd⟩ := exists_diagonalisation hW
  have h := split_fromLevels hU d
  rw [← hWd] at h
  refine ⟨_, _, h, fun X' Z' h' => ?_, distance_eq h, fun Y hY hne => ?_⟩
  · -- if X' and X differed, each would be strictly closer to W than the other
    have hX : X' = fromLevels U fun i => max (d i) 0 := by
      by_contra hne
      have h1 := distance_lt h h'.posX hne
      have h2 := distance_lt h' h.posX (Ne.symm hne)
      rw [distance_eq h'] at h1
      rw [distance_eq h] at h2
      exact lt_asymm h1 h2
    refine ⟨hX, ?_⟩
    have h3 := h'.split.symm.trans h.split
    rw [hX] at h3
    exact sub_right_injective h3
  · rw [distance_eq h]
    exact distance_lt h hY hne
```

The hypothesis is only that $W$ is Hermitian. The conclusion says that matrices $X$ and $Z$ exist with four properties, joined by `∧`:

1. $(X,Z)$ is a complementary split of $W$.
2. Any complementary split $(X',Z')$ of $W$ has $X'=X$ and $Z'=Z$.
3. $\|W-X\|=\|Z\|$.
4. Every positive semidefinite $Y\ne X$ satisfies $\|W-X\|<\|W-Y\|$.

Existence comes from diagonalising $W$ and sorting its eigenvalues by sign. So $X$ is the positive part of $W$: the matrix obtained from $W$ by keeping the eigenvectors and replacing every negative eigenvalue by zero. Properties 3 and 4 are the two preceding results.

For uniqueness, suppose $X'\neq X$. The strict inequality for the split $(X,Z)$, with $Y=X'$, gives $\|Z\|<\|W-X'\|=\|Z'\|$. For the split $(X',Z')$, with $Y=X$, it gives $\|Z'\|<\|W-X\|=\|Z\|$. These contradict each other, so $X'=X$, and then $Z'=X'-W=X-W=Z$. In Lean, `by_contra` introduces the assumption $X'\neq X$, and `lt_asymm` is the contradiction.

In particular, the split does not depend on which eigenvectors a diagonalisation routine returns within a degenerate eigenspace.

```lean
/-- Converse: if `W` is Hermitian and no positive semidefinite matrix is nearer to `W` than the
positive semidefinite `X`, then `X` and `Z = X - W` form a complementary split of `W`. -/
theorem split_of_nearest {W X : Matrix n n ℂ} (hW : W.IsHermitian) (hX : X.PosSemidef)
    (hmin : ∀ Y : Matrix n n ℂ, Y.PosSemidef → frobNorm (W - X) ≤ frobNorm (W - Y)) :
    IsComplementarySplit W X (X - W) := by
  obtain ⟨X₀, Z₀, h, -, -, hlt⟩ := boundary_point_projection hW
  have e : X = X₀ := by
    by_contra hne
    exact not_lt_of_ge (hmin X₀ h.posX) (hlt X hX hne)
  have eZ : X - W = Z₀ := by rw [e, h.split]; abel
  rw [eZ, e]
  exact h

end

end BoundaryPointProjection
```

The converse starts from a minimiser. Let $W$ be Hermitian and let $X$ be positive semidefinite, with $\|W-X\|\le\|W-Y\|$ for every positive semidefinite $Y$; this is `hmin`. Then $X$ and $Z=X-W$ form a complementary split of $W$.

By the previous theorem $W$ has a split $(X_0,Z_0)$ whose $X_0$ is strictly nearer to $W$ than any other positive semidefinite matrix. If $X\ne X_0$, then $\|W-X_0\|<\|W-X\|$, which contradicts the minimality of $X$. So $X=X_0$, and $X-W=X_0-W=Z_0$. For Hermitian $W$, positivity of $X-W$ and the condition $X(X-W)=0$ thus follow from the minimality of $X$.

```lean
#print axioms BoundaryPointProjection.boundary_point_projection
#print axioms BoundaryPointProjection.split_of_nearest
```

```
'BoundaryPointProjection.boundary_point_projection' depends on axioms: [propext, Classical.choice, Quot.sound]
'BoundaryPointProjection.split_of_nearest' depends on axioms: [propext, Classical.choice, Quot.sound]
```
